# For two levels with a positive gap, the Brillouin–Wigner iteration converges at every coupling

Take two states with energies $0$ and $D>0$, coupled by a real matrix element $v$, and write $w=v^2$. If $4w>D^2$, the Rayleigh–Schrödinger series for the lower level has no sum: adding orders never settles on an energy, although the level itself is finite. The Brillouin–Wigner iteration for the same model, started from the unperturbed energy $0$, converges to that level at any coupling.

```lean
import Mathlib

open Filter Topology

namespace BrillouinWignerTwoLevel

noncomputable section
```

## Two levels and two expansions

The Hamiltonian is a real $2\times2$ matrix, with the unperturbed energies on its diagonal.

```lean
/-- Two-level Hamiltonian with unperturbed energies `0` and `D` and real coupling `v`. -/
def hamiltonian (D v : ℝ) : Matrix (Fin 2) (Fin 2) ℝ := !![0, v; v, D]
```

Its secular equation is $E^2-DE=w$. The lower root is $r=(D-\sqrt{D^2+4w})/2$.

```lean
/-- The lower level for gap `D` and squared coupling `w`. -/
def lowerLevel (D w : ℝ) : ℝ := (D - √(D ^ 2 + 4 * w)) / 2
```

The upper root is $s=(D+\sqrt{D^2+4w})/2$.

```lean
/-- The upper level for gap `D` and squared coupling `w`. -/
def upperLevel (D w : ℝ) : ℝ := (D + √(D ^ 2 + 4 * w)) / 2
```

Written as $E=w/(E-D)$, the secular equation is the second-order energy formula with the exact energy in the denominator. Iterating it from the unperturbed energy gives $x_0=0$, $x_{n+1}=w/(x_n-D)$, so $x_1=-w/D$ is the usual second-order energy.

```lean
/-- The Brillouin-Wigner iteration: start from the unperturbed energy `0` and insert
the current energy into the denominator of the second-order term. -/
def bwIter (D w : ℝ) : ℕ → ℝ
  | 0 => 0
  | n + 1 => w / (bwIter D w n - D)
```

The Rayleigh–Schrödinger series expands the energy as $\sum_k c_kw^k$, where $w^k$ is order $2k$ in $v$. With the Catalan numbers $C_0=1$, $C_{n+1}=\sum_{i=0}^n C_iC_{n-i}$, its coefficients are $c_0=0$ and $c_{k+1}=(-1)^{k+1}C_k/D^{2k+1}$.

```lean
/-- Coefficient of `w ^ k` in the Rayleigh-Schrödinger series of the lower level. -/
def rsCoeff (D : ℝ) : ℕ → ℝ
  | 0 => 0
  | k + 1 => (-1) ^ (k + 1) * (catalan k : ℝ) / D ^ (2 * k + 1)
```

## The levels as roots

Adding the roots gives $r+s=D$. Multiplying them gives $rs=\bigl(D^2-(D^2+4w)\bigr)/4=-w$. The hypothesis $w\ge0$ makes the square root genuine.

```lean
/-- The two levels add up to the gap, and their product is minus the squared coupling. -/
theorem levels_sum_prod (D : ℝ) {w : ℝ} (hw : 0 ≤ w) :
    lowerLevel D w + upperLevel D w = D ∧ lowerLevel D w * upperLevel D w = -w := by
  have h : √(D ^ 2 + 4 * w) ^ 2 = D ^ 2 + 4 * w := Real.sq_sqrt (by positivity)
  unfold lowerLevel upperLevel
  constructor
  · ring
  · linear_combination (-1 / 4) * h
```

Hence $\det(H-\mu)=\mu^2-D\mu-v^2=(\mu-r)(\mu-s)$, which vanishes exactly at the two levels. This ties the formulas to the matrix; the later theorems use a real number $w$ in place of $v^2$.

```lean
/-- The secular determinant of the two-level Hamiltonian vanishes exactly at the lower
and the upper level. -/
theorem secular_iff (D v μ : ℝ) :
    (hamiltonian D v - μ • (1 : Matrix (Fin 2) (Fin 2) ℝ)).det = 0 ↔
      μ = lowerLevel D (v ^ 2) ∨ μ = upperLevel D (v ^ 2) := by
  obtain ⟨hsum, hprod⟩ := levels_sum_prod D (sq_nonneg v)
  have hdet : (hamiltonian D v - μ • (1 : Matrix (Fin 2) (Fin 2) ℝ)).det =
      (μ - lowerLevel D (v ^ 2)) * (μ - upperLevel D (v ^ 2)) := by
    simp [hamiltonian, Matrix.det_fin_two]
    linear_combination μ * hsum - hprod
  rw [hdet, mul_eq_zero, sub_eq_zero, sub_eq_zero]
```

For $D>0$ the upper root is positive. A positive $r$ would make $rs$ positive, contradicting $rs=-w\le0$, so $r\le0<s$.

```lean
/-- For a positive gap the lower level is not above `0` and the upper level is positive. -/
theorem levels_sign {D w : ℝ} (hD : 0 < D) (hw : 0 ≤ w) :
    lowerLevel D w ≤ 0 ∧ 0 < upperLevel D w := by
  have hs : 0 < upperLevel D w := by
    unfold upperLevel
    positivity
  refine ⟨?_, hs⟩
  by_contra h
  have h1 := mul_pos (not_le.mp h) hs
  linarith [(levels_sum_prod D hw).2]
```

## Iterates that stay clear of the pole

If $x_n\le0$, then $D-x_n\ge D>0$, so
$$-\frac wD\le x_{n+1}=-\frac{w}{D-x_n}\le0 .$$
Since $x_0=0$, induction gives these bounds for every $n$, and no denominator vanishes.

```lean
/-- Every Brillouin-Wigner iterate lies between the second-order energy `-w/D` and `0`. -/
theorem bwIter_bounds {D w : ℝ} (hD : 0 < D) (hw : 0 ≤ w) (n : ℕ) :
    -(w / D) ≤ bwIter D w n ∧ bwIter D w n ≤ 0 := by
  induction n with
  | zero =>
    have h : 0 ≤ w / D := by positivity
    exact ⟨by simpa [bwIter] using h, le_refl _⟩
  | succ n ih =>
    have hpos : 0 < D - bwIter D w n := by linarith [ih.2]
    have e : bwIter D w (n + 1) = -(w / (D - bwIter D w n)) := by
      change w / (bwIter D w n - D) = _
      rw [← neg_sub D (bwIter D w n), div_neg]
    have h1 : w / (D - bwIter D w n) ≤ w / D :=
      div_le_div_of_nonneg_left hw hD (by linarith [ih.2])
    have h2 : 0 ≤ w / (D - bwIter D w n) := div_nonneg hw hpos.le
    rw [e]
    constructor <;> linarith
```

## An exact error law

Using $r+s=D$ and $rs=-w$,
$$\frac{w}{x-D}-r=\frac{w+rD-rx}{x-D}=\frac{-r(x-r)}{x-D},$$
and likewise with $s$ in place of $r$. One update therefore multiplies the ratio of signed differences $(x-r)/(x-s)$ by $q=r/s$. The lemma states this without dividing by $x-s$: it assumes $x-r=Q(x-s)$ and returns the same relation with $Qq$.

The proof turns on the tactic `linear_combination`. Once the denominator is cleared, the first identity reads $w-r(x-D)=-r(x-r)$. The expression `hprod - r * hsum` says which multiples of the known equations yield it, and Lean checks by ring algebra that nothing is left over.

```lean
/-- If `x - r = Q * (x - s)`, then the updated value `w / (x - D)` satisfies the same relation with
`Q * q` in place of `Q`, where `q * s = r`. -/
theorem update_step {D w r s q Q x : ℝ} (hsum : r + s = D) (hprod : r * s = -w)
    (hq : q * s = r) (hx : x - D ≠ 0) (h : x - r = Q * (x - s)) :
    w / (x - D) - r = Q * q * (w / (x - D) - s) := by
  have h1 : w / (x - D) - r = -r * (x - r) / (x - D) := by
    rw [eq_div_iff hx, sub_mul, div_mul_cancel₀ _ hx]
    linear_combination hprod - r * hsum
  have h2 : w / (x - D) - s = -s * (x - s) / (x - D) := by
    rw [eq_div_iff hx, sub_mul, div_mul_cancel₀ _ hx]
    linear_combination hprod - s * hsum
  rw [h1, h2, h]
  linear_combination (Q * (x - s) / (x - D)) * hq
```

At the start, $0-r=(r/s)(0-s)$. Repeated updates give
$$x_n-r=\left(\frac rs\right)^{n+1}(x_n-s).$$

```lean
/-- Exact error law: the `n`-th iterate minus the lower level equals the iterate minus the upper
level, times the `(n+1)`-th power of the ratio of the lower to the upper level. -/
theorem bwIter_error {D w : ℝ} (hD : 0 < D) (hw : 0 ≤ w) (n : ℕ) :
    bwIter D w n - lowerLevel D w =
      (lowerLevel D w / upperLevel D w) ^ (n + 1) * (bwIter D w n - upperLevel D w) := by
  obtain ⟨hsum, hprod⟩ := levels_sum_prod D hw
  have hq : lowerLevel D w / upperLevel D w * upperLevel D w = lowerLevel D w :=
    div_mul_cancel₀ _ (levels_sign hD hw).2.ne'
  induction n with
  | zero =>
    change (0 : ℝ) - lowerLevel D w =
      (lowerLevel D w / upperLevel D w) ^ (0 + 1) * (0 - upperLevel D w)
    rw [zero_add, pow_one, zero_sub, zero_sub, mul_neg, hq]
  | succ n ih =>
    have hx : bwIter D w n - D ≠ 0 := by
      have := (bwIter_bounds hD hw n).2
      exact ne_of_lt (by linarith)
    rw [pow_succ _ (n + 1)]
    exact update_step hsum hprod hq hx ih
```

## Convergence at every coupling

Because $r+s=D>0$ and $r\le0<s$, we have $|r|<s$, so $|r/s|<1$. The bounds on $x_n$ give $|x_n-s|\le s+w/D$, and therefore
$$|x_n-r|\le\left|\frac rs\right|^{n+1}\left(s+\frac wD\right)\to0 .$$
`squeeze_zero` carries out this last comparison. `Tendsto` with `atTop` and `𝓝` is the ordinary limit $n\to\infty$. The ratio $|r/s|$ approaches $1$ as $w/D^2$ grows, so strong coupling means slow convergence.

```lean
/-- For every positive gap and every coupling strength, the Brillouin-Wigner iteration
converges to the exact lower level `(D - √(D² + 4w))/2`. -/
theorem bwIter_tendsto {D w : ℝ} (hD : 0 < D) (hw : 0 ≤ w) :
    Tendsto (bwIter D w) atTop (𝓝 ((D - √(D ^ 2 + 4 * w)) / 2)) := by
  change Tendsto (bwIter D w) atTop (𝓝 (lowerLevel D w))
  obtain ⟨hr, hs⟩ := levels_sign hD hw
  have hsum := (levels_sum_prod D hw).1
  -- the levels add up to D > 0, so their ratio has modulus below one
  have hq : |lowerLevel D w / upperLevel D w| < 1 := by
    rw [abs_lt]
    constructor
    · rw [lt_div_iff₀ hs]
      linarith
    · rw [div_lt_one hs]
      linarith
  have lim := ((tendsto_pow_atTop_nhds_zero_of_lt_one (abs_nonneg _) hq).comp
    (tendsto_add_atTop_nat 1)).mul_const (upperLevel D w + w / D)
  rw [zero_mul] at lim
  rw [tendsto_iff_norm_sub_tendsto_zero]
  refine squeeze_zero (fun _ => norm_nonneg _) (fun n => ?_) lim
  obtain ⟨hl, hu⟩ := bwIter_bounds hD hw n
  have hb : |bwIter D w n - upperLevel D w| ≤ upperLevel D w + w / D := by
    rw [abs_le]
    constructor <;> linarith
  rw [Real.norm_eq_abs, bwIter_error hD hw n, abs_mul, abs_pow]
  exact mul_le_mul_of_nonneg_left hb (by positivity)
```

## The series at strong coupling

Inserting $\sum_k c_kw^k$ into $E^2-DE=w$ and comparing powers gives $Dc_1=-1$ and
$$Dc_{n+2}=\sum_{i=0}^{n}c_{i+1}c_{n-i+1}.$$
The Catalan recursion supplies the sum, while the signs and powers of $D$ match factor by factor.

```lean
/-- The Rayleigh-Schrödinger coefficients solve the secular equation `E² - D E = w`
order by order in `w`. -/
theorem rsCoeff_recursion {D : ℝ} (hD : D ≠ 0) :
    D * rsCoeff D 1 = -1 ∧ ∀ n, D * rsCoeff D (n + 2) =
      ∑ i : Fin (n + 1), rsCoeff D ((i : ℕ) + 1) * rsCoeff D (n - (i : ℕ) + 1) := by
  constructor
  · simp [rsCoeff]
    field_simp
  · intro n
    change D * ((-1) ^ (n + 1 + 1) * (catalan (n + 1) : ℝ) / D ^ (2 * (n + 1) + 1)) = _
    rw [catalan_succ]
    push_cast
    rw [Finset.mul_sum, Finset.sum_div, Finset.mul_sum]
    refine Finset.sum_congr rfl ?_
    intro i _
    have hi : (i : ℕ) < n + 1 := i.isLt
    change D * ((-1) ^ (n + 1 + 1) * ((catalan (i : ℕ) : ℝ) * (catalan (n - (i : ℕ)) : ℝ)) /
      D ^ (2 * (n + 1) + 1)) =
        ((-1) ^ ((i : ℕ) + 1) * (catalan (i : ℕ) : ℝ) / D ^ (2 * (i : ℕ) + 1)) *
        ((-1) ^ (n - (i : ℕ) + 1) * (catalan (n - (i : ℕ)) : ℝ) / D ^ (2 * (n - (i : ℕ)) + 1))
    -- the powers of `D` match once the prefactor `D` is included
    have e : D ^ (2 * (n + 1) + 1) =
        D * (D ^ (2 * (i : ℕ) + 1) * D ^ (2 * (n - (i : ℕ)) + 1)) := by
      rw [← pow_add, ← pow_succ']
      congr 1
      omega
    have s : (-1 : ℝ) ^ (n + 1 + 1) = (-1) ^ ((i : ℕ) + 1) * (-1) ^ (n - (i : ℕ) + 1) := by
      rw [← pow_add]
      congr 1
      omega
    rw [e, s, div_mul_div_comm, mul_div_assoc', mul_div_mul_left _ _ hD]
    congr 1
    ring
```

Put $a=w/D^2$, so that $4a>1$. The term of order $k+1$ in $w$ has magnitude $(w/D)\,C_ka^k$. If the partial sums converged, the terms would tend to zero, and eventually $C_ka^k<1$. For $k\ge4$, however, $4^k<k(k+1)C_k$, so
$$(4a)^k<k(k+1)C_ka^k\le k(k+1)\le2k^2 .$$
Exponential growth beats $2k^2$ for large $k$, a contradiction. The alternating signs do not rescue the sum. The theorem makes no statement about $4w\le D^2$.

```lean
/-- If `4w > D²`, the partial sums of the Rayleigh-Schrödinger series have no limit. -/
theorem rs_diverges {D w : ℝ} (hD : 0 < D) (hw : D ^ 2 < 4 * w) :
    ¬ ∃ L, Tendsto (fun N => ∑ k ∈ Finset.range N, rsCoeff D k * w ^ k) atTop (𝓝 L) := by
  rintro ⟨L, hL⟩
  have hw0 : 0 < w := by nlinarith [sq_nonneg D]
  -- convergence would force the terms to vanish at high order
  have h0 : Tendsto (fun N => rsCoeff D N * w ^ N) atTop (𝓝 0) := by
    have h := (hL.comp (tendsto_add_atTop_nat 1)).sub hL
    rw [sub_self] at h
    refine h.congr (fun N => ?_)
    simp [Finset.sum_range_succ]
  have h1 : ∀ᶠ k : ℕ in atTop, |rsCoeff D (k + 1) * w ^ (k + 1)| < w / D := by
    have h := (h0.comp (tendsto_add_atTop_nat 1)).abs
    rw [abs_zero] at h
    exact h.eventually_lt_const (div_pos hw0 hD)
  have ht : 1 < 4 * (w / D ^ 2) := by
    rw [← mul_div_assoc, one_lt_div (by positivity)]
    exact hw
  have h2 := (tendsto_pow_const_div_const_pow_of_one_lt 2 ht).eventually_lt_const
    (show (0 : ℝ) < 1 / 2 by norm_num)
  obtain ⟨k, ha, hb, hk⟩ := (h1.and (h2.and (eventually_ge_atTop 4))).exists
  -- lower bound: the Catalan number exceeds 4 ^ k divided by k * (k + 1)
  have hc0 : 4 ^ k < k * ((k + 1) * catalan k) := by
    rw [succ_mul_catalan_eq_centralBinom]
    exact Nat.four_pow_lt_mul_centralBinom k hk
  have hc : (4 : ℝ) ^ k < k * ((k + 1) * catalan k) := by exact_mod_cast hc0
  have hk' : (4 : ℝ) ≤ k := by exact_mod_cast hk
  rw [div_lt_iff₀ (by positivity), mul_pow] at hb
  have e : rsCoeff D (k + 1) * w ^ (k + 1) =
      (-1) ^ (k + 1) * (w / D * (catalan k * (w / D ^ 2) ^ k)) := by
    change (-1) ^ (k + 1) * (catalan k : ℝ) / D ^ (2 * k + 1) * w ^ (k + 1) = _
    ring
  have hsgn : |(-1 : ℝ) ^ (k + 1)| = 1 := by simp
  rw [e, abs_mul, hsgn, one_mul, abs_of_nonneg (by positivity)] at ha
  have hp : 0 < (w / D ^ 2) ^ k := by positivity
  generalize (w / D ^ 2) ^ k = p at ha hb hp
  have hle : (catalan k : ℝ) * p ≤ 1 := by
    by_contra h
    have := mul_lt_mul_of_pos_left (not_le.mp h) (div_pos hw0 hD)
    linarith
  have m1 := mul_lt_mul_of_pos_right hc hp
  have m2 := mul_le_mul_of_nonneg_left hle (show (0 : ℝ) ≤ k * (k + 1) by positivity)
  have m3 : (k : ℝ) * (k + 1) ≤ 2 * (k : ℝ) ^ 2 := by nlinarith
  nlinarith

end

end BrillouinWignerTwoLevel
```

In electronic structure, large $w/D^2$ describes two configurations whose energy gap is small compared with their coupling, here isolated from all other states. With more states, the Brillouin–Wigner expansion generally has terms beyond second order, which this model lacks.

```lean
#print axioms BrillouinWignerTwoLevel.secular_iff
#print axioms BrillouinWignerTwoLevel.bwIter_tendsto
#print axioms BrillouinWignerTwoLevel.rsCoeff_recursion
#print axioms BrillouinWignerTwoLevel.rs_diverges
```

```
'BrillouinWignerTwoLevel.secular_iff' depends on axioms: [propext, Classical.choice, Quot.sound]
'BrillouinWignerTwoLevel.bwIter_tendsto' depends on axioms: [propext, Classical.choice, Quot.sound]
'BrillouinWignerTwoLevel.rsCoeff_recursion' depends on axioms: [propext, Classical.choice, Quot.sound]
'BrillouinWignerTwoLevel.rs_diverges' depends on axioms: [propext, Classical.choice, Quot.sound]
```
